# Damped charge iteration q → q + d(b − q − Mq) with symmetric positive semidefinite M converges from every start exactly for 0 < d < 2/(1+m), m being the largest eigenvalue of M

Let $M$ be a real symmetric positive semidefinite matrix on $n>0$ sites, with largest eigenvalue $m$, and let $b$ be a fixed real vector. The equation $q=b-Mq$ has exactly one solution, and the damped iteration

$$q\;\to\;q+d\,(b-q-Mq)$$

converges to it from every starting vector if and only if $0<d<2/(1+m)$.

## Charges that act back on the site energies

In charge-iterative extended Hückel calculations, the site energies depend on the electron populations $q$, here called charges, and the orbitals computed from these energies give new populations. A site with too many electrons is raised in energy and loses some of them in the next cycle. If the correction overshoots, the charges slosh back and forth, and one therefore moves only a fraction $d$ of the way.

To first order the new populations are $b-Mq$. For orthonormal basis orbitals with fixed couplings between them, a gap between occupied and empty levels, and site energies that rise by the same $U\ge 0$ per electron on each site, perturbation theory gives a symmetric positive semidefinite $M$. With site-dependent $U$, $M$ need not be symmetric. Within this linear model, the result gives the range of mixing parameters for which the charge cycle converges. A real extended Hückel calculation departs from the model: the population map is nonlinear, the basis orbitals overlap, and the couplings usually change with the site energies, so that even the linearized response need not be symmetric positive semidefinite.

## Error factors of the charge modes

Since $M$ is symmetric, it has eigenvectors $v_i$, with $Mv_i=l_iv_i$, in which every vector can be expanded. Positive semidefiniteness gives $0\le v_i\cdot Mv_i=l_i\,(v_i\cdot v_i)$, so $l_i\ge0$.

**Fixed point.** Write $b=\sum_i c_iv_i$. Then $q=\sum_i \frac{c_i}{1+l_i}v_i$ solves $q+Mq=b$. The difference $w$ of two solutions satisfies $Mw=-w$; as $-1$ is not an eigenvalue, $w=0$.

**Error.** Let $q_k$ be the charges after $k$ steps and $e_k=q_k-q$. Inserting $b=q+Mq$ gives

$$e_{k+1}=e_k-d\,(e_k+Me_k).$$

If $e_0=\sum_i a_iv_i$, then $e_k=\sum_i a_i\,(1-d(1+l_i))^k\,v_i$.

**Condition.** If every factor has magnitude below one, every error dies out. Conversely, the start $q+v$, with $v$ an eigenvector for $l$, converges to $q$ only if $|1-d(1+l)|<1$. This means $0<d(1+l)<2$, or $0<d<2/(1+l)$ because $1+l>0$. The strictest bound comes from $l=m$.

For $d=1$ the condition becomes $m<1$. At $d=2/(1+m)$ the factor of the top mode is $-1$, so its error changes sign at every step and keeps its size.

## A negative eigenvalue can spoil the criterion

Take $M=\mathrm{diag}(0,-2)$ and $b=0$. The largest eigenvalue is $m=0$, so the criterion would allow $0<d<2$. The start $(0,1)$, however, becomes $(0,(1+d)^k)$ and diverges for each such $d$. Symmetry together with $m\ge0$ is therefore not enough.

## The statement in Lean

The type `n` is the finite set of sites, not their number, and charges are functions `n → ℝ`. `chargeStep M b d` is one damped update, and `^[k]` applies it $k$ times. `IsMode M l v` says that `v` is a nonzero eigenvector with eigenvalue `l`.

In `damped_converges_iff`, `M.PosSemidef` includes symmetry. The hypothesis `hm` makes `m` the greatest eigenvalue, which forces at least one site. The fixed point `q` enters through `hq`; `existsUnique_fixedPoint` supplies it. `Tendsto … (𝓝 q)` is convergence at every site, and `d` may be any real number.

```lean
import Mathlib

open Matrix Filter Topology

namespace DampedChargeIteration

noncomputable section

variable {n : Type*} [Fintype n]
variable {M : Matrix n n ℝ} {b q v : n → ℝ} {d l m : ℝ}

/-- One damped update of the site charges: the charges `q` move by the fraction `d` of the
residual `b - q - M q`. -/
def chargeStep (M : Matrix n n ℝ) (b : n → ℝ) (d : ℝ) (q : n → ℝ) : n → ℝ :=
  q + d • (b - q - M *ᵥ q)

/-- A charge mode of the response matrix `M`: a nonzero charge pattern `v` that `M` multiplies
by the number `l`. -/
def IsMode (M : Matrix n n ℝ) (l : ℝ) (v : n → ℝ) : Prop :=
  v ≠ 0 ∧ M *ᵥ v = l • v

/-- The response to a superposition of eigenvectors is the superposition with each amplitude
multiplied by its eigenvalue. -/
theorem mulVec_modes {ι : Type*} [Fintype ι] {l : ι → ℝ} {v : ι → n → ℝ}
    (hv : ∀ i, M *ᵥ v i = l i • v i) (a : ι → ℝ) :
    M *ᵥ (∑ i, a i • v i) = ∑ i, (a i * l i) • v i := by
  rw [← Matrix.mulVecLin_apply, map_sum]
  refine Finset.sum_congr rfl fun i _ => ?_
  rw [map_smul, Matrix.mulVecLin_apply, hv i, smul_smul]

/-- A real symmetric response matrix has charge modes in which every charge vector can be
expanded. -/
theorem exists_modes (hM : M.IsHermitian) :
    ∃ (l : n → ℝ) (v : n → n → ℝ), (∀ i, IsMode M (l i) (v i)) ∧
      ∀ x : n → ℝ, ∃ c : n → ℝ, x = ∑ i, c i • v i := by
  classical
  refine ⟨hM.eigenvalues, fun i => (hM.eigenvectorBasis i).ofLp, fun i => ⟨fun h => ?_, ?_⟩,
    fun x => ⟨fun i => hM.eigenvectorBasis.repr (WithLp.toLp 2 x) i, ?_⟩⟩
  · apply hM.eigenvectorBasis.orthonormal.ne_zero i
    ext j
    exact congrFun h j
  · exact hM.mulVec_eigenvectorBasis i
  · have h := congrArg (WithLp.linearEquiv 2 ℝ (n → ℝ))
      (hM.eigenvectorBasis.sum_repr (WithLp.toLp 2 x))
    exact h.symm.trans (map_sum (WithLp.linearEquiv 2 ℝ (n → ℝ)) _ _)

/-- Around a fixed point `q`, each damped step multiplies the error along an eigenvector with
eigenvalue `l i` by `1 - d (1 + l i)`. -/
theorem iterate_modes {ι : Type*} [Fintype ι] {l : ι → ℝ} {v : ι → n → ℝ}
    (hq : q = b - M *ᵥ q) (hv : ∀ i, M *ᵥ v i = l i • v i) (c : ι → ℝ) (k : ℕ) :
    (chargeStep M b d)^[k] (q + ∑ i, c i • v i) =
      q + ∑ i, (c i * (1 - d * (1 + l i)) ^ k) • v i := by
  induction k with
  | zero => simp
  | succ k ih =>
    have hb : b = q + M *ᵥ q := (eq_sub_iff_add_eq.mp hq).symm
    -- the new error is the old error minus `d (1 + M)` applied to it
    have hS : ∑ i, (c i * (1 - d * (1 + l i)) ^ (k + 1)) • v i =
        ∑ i, (c i * (1 - d * (1 + l i)) ^ k) • v i -
          d • (∑ i, (c i * (1 - d * (1 + l i)) ^ k) • v i +
            ∑ i, (c i * (1 - d * (1 + l i)) ^ k * l i) • v i) := by
      rw [← Finset.sum_add_distrib, Finset.smul_sum, ← Finset.sum_sub_distrib]
      refine Finset.sum_congr rfl fun i _ => ?_
      rw [pow_succ]
      module
    rw [Function.iterate_succ_apply', ih, hS, chargeStep, Matrix.mulVec_add, mulVec_modes hv]
    linear_combination (norm := module) d • hb

/-- An error along a single eigenvector with eigenvalue `l` is multiplied by
`(1 - d (1 + l)) ^ k` after `k` damped steps. -/
theorem iterate_mode (hq : q = b - M *ᵥ q) (hv : M *ᵥ v = l • v) (k : ℕ) :
    (chargeStep M b d)^[k] (q + v) = q + (1 - d * (1 + l)) ^ k • v := by
  simpa using iterate_modes (ι := Unit) (d := d) (l := fun _ => l) (v := fun _ => v)
    hq (fun _ => hv) (fun _ => 1) k

/-- For a symmetric response matrix, the damped iteration converges to a fixed point `q` from
every start exactly when the error factor of every charge mode is below one in magnitude. -/
theorem converges_iff_modes (hM : M.IsHermitian) (hq : q = b - M *ᵥ q) :
    (∀ q₀, Tendsto (fun k => (chargeStep M b d)^[k] q₀) atTop (𝓝 q)) ↔
      ∀ l v, IsMode M l v → |1 - d * (1 + l)| < 1 := by
  constructor
  · -- start displaced along one mode and watch a site where the mode is nonzero
    intro h l v hv
    obtain ⟨j, hj⟩ := Function.ne_iff.mp hv.1
    have hj' : v j ≠ 0 := hj
    have h1 := tendsto_pi_nhds.mp (h (q + v)) j
    simp only [iterate_mode hq hv.2] at h1
    have h2 := (h1.sub_const (q j)).div_const (v j)
    refine tendsto_pow_atTop_nhds_zero_iff.mp ?_
    simpa [hj'] using h2
  · -- expand the initial error in modes, each of which dies out
    intro h q₀
    obtain ⟨l, v, hv, hx⟩ := exists_modes hM
    obtain ⟨c, hc⟩ := hx (q₀ - q)
    have h0 : q₀ = q + ∑ i, c i • v i := by
      rw [← hc]
      abel
    have key := fun k => iterate_modes (d := d) hq (fun i => (hv i).2) c k
    rw [h0]
    simp only [key]
    have ht : Tendsto (fun k : ℕ => ∑ i, (c i * (1 - d * (1 + l i)) ^ k) • v i) atTop
        (𝓝 (∑ i, (c i * 0) • v i)) :=
      tendsto_finsetSum _ fun i _ =>
        ((tendsto_pow_atTop_nhds_zero_iff.mpr (h _ _ (hv i))).const_mul (c i)).smul_const (v i)
    have h3 := ht.const_add q
    simp only [mul_zero, zero_smul, Finset.sum_const_zero, add_zero] at h3
    exact h3

/-- The eigenvalue of every charge mode of a positive semidefinite response matrix is
nonnegative. -/
theorem mode_nonneg (hM : M.PosSemidef) (hv : IsMode M l v) : 0 ≤ l := by
  have h := hM.dotProduct_mulVec_nonneg v
  rw [hv.2, dotProduct_smul, star_trivial, smul_eq_mul] at h
  have hnn : 0 ≤ v ⬝ᵥ v := Finset.sum_nonneg fun i _ => mul_self_nonneg (v i)
  have hp : 0 < v ⬝ᵥ v :=
    lt_of_le_of_ne hnn fun h0 => hv.1 (dotProduct_self_eq_zero.mp h0.symm)
  by_contra hl
  have := mul_neg_of_neg_of_pos (not_le.mp hl) hp
  linarith

/-- For a positive semidefinite response matrix there is exactly one self-consistent charge
vector `q = b - M q`. -/
theorem existsUnique_fixedPoint (hM : M.PosSemidef) (b : n → ℝ) :
    ∃! q : n → ℝ, q = b - M *ᵥ q := by
  obtain ⟨l, v, hv, hx⟩ := exists_modes hM.isHermitian
  obtain ⟨c, hc⟩ := hx b
  -- solve mode by mode: divide each amplitude of `b` by `1 + l i`
  have hex : ∃ q : n → ℝ, q = b - M *ᵥ q := by
    refine ⟨∑ i, (c i / (1 + l i)) • v i, ?_⟩
    rw [mulVec_modes (fun i => (hv i).2), hc, ← Finset.sum_sub_distrib]
    refine Finset.sum_congr rfl fun i _ => ?_
    have hl : 1 + l i ≠ 0 := fun h => by linarith [mode_nonneg hM (hv i)]
    have h1 : c i / (1 + l i) * (1 + l i) = c i := div_mul_cancel₀ _ hl
    rw [← sub_smul]
    congr 1
    linear_combination h1
  obtain ⟨q, hq⟩ := hex
  refine ⟨q, hq, fun q' hq' => ?_⟩
  -- two solutions would differ by a mode with eigenvalue `-1`
  by_contra hne
  have hmode : IsMode M (-1) (q' - q) := by
    refine ⟨sub_ne_zero.mpr hne, ?_⟩
    rw [Matrix.mulVec_sub]
    linear_combination (norm := module) hq' - hq
  linarith [mode_nonneg hM hmode]

/-- For a positive semidefinite response matrix with largest eigenvalue `m`, the damped charge
iteration converges to the fixed point `q` from every start if and only if
`0 < d < 2 / (1 + m)`. -/
theorem damped_converges_iff (hM : M.PosSemidef)
    (hm : IsGreatest {l | ∃ v, IsMode M l v} m) (hq : q = b - M *ᵥ q) :
    (∀ q₀, Tendsto (fun k => (chargeStep M b d)^[k] q₀) atTop (𝓝 q)) ↔
      0 < d ∧ d < 2 / (1 + m) := by
  obtain ⟨⟨v, hv⟩, hmax⟩ := hm
  have m0 := mode_nonneg hM hv
  have m1 : 0 < 1 + m := by linarith
  rw [converges_iff_modes hM.isHermitian hq, lt_div_iff₀ m1]
  constructor
  · intro h
    have h1 := abs_lt.mp (h m v hv)
    refine ⟨?_, by linarith [h1.1]⟩
    by_contra hd
    nlinarith [mul_nonneg (neg_nonneg.mpr (not_lt.mp hd)) m1.le, h1.2]
  · rintro ⟨h0, h1⟩ l w hw
    have l0 := mode_nonneg hM hw
    have lm : l ≤ m := hmax ⟨w, hw⟩
    rw [abs_lt]
    constructor
    · nlinarith [mul_le_mul_of_nonneg_left lm h0.le]
    · nlinarith [mul_nonneg h0.le l0]

/-- For a positive semidefinite response matrix with largest eigenvalue `m`, the undamped
iteration `q → b - M q` converges to the fixed point from every start if and only if `m < 1`. -/
theorem undamped_converges_iff (hM : M.PosSemidef)
    (hm : IsGreatest {l | ∃ v, IsMode M l v} m) (hq : q = b - M *ᵥ q) :
    (∀ q₀, Tendsto (fun k => (fun p => b - M *ᵥ p)^[k] q₀) atTop (𝓝 q)) ↔ m < 1 := by
  have hstep : (fun p => b - M *ᵥ p) = chargeStep M b 1 := by
    funext p
    simp only [chargeStep, one_smul]
    abel
  obtain ⟨v, hv⟩ := hm.1
  have m1 : 0 < 1 + m := by linarith [mode_nonneg hM hv]
  rw [hstep, damped_converges_iff hM hm hq, lt_div_iff₀ m1]
  constructor
  · rintro ⟨_, h⟩
    linarith
  · intro h
    exact ⟨one_pos, by linarith⟩

/-- With damping `d = 2 / (1 + m)`, where `m ≠ -1`, an error `v` with `M v = m v` changes sign
at every step and keeps its size. -/
theorem oscillation_at_limit (hq : q = b - M *ᵥ q) (hv : M *ᵥ v = m • v) (hm : m ≠ -1)
    (k : ℕ) :
    (chargeStep M b (2 / (1 + m)))^[k] (q + v) = q + (-1 : ℝ) ^ k • v := by
  have h1 : 1 + m ≠ 0 := fun h => hm (by linarith)
  have h2 : 1 - 2 / (1 + m) * (1 + m) = -1 := by
    rw [div_mul_cancel₀ _ h1]
    norm_num
  rw [iterate_mode hq hv, h2]

end

end DampedChargeIteration
```

```lean
#print axioms DampedChargeIteration.existsUnique_fixedPoint
#print axioms DampedChargeIteration.damped_converges_iff
#print axioms DampedChargeIteration.undamped_converges_iff
#print axioms DampedChargeIteration.oscillation_at_limit
```

```
'DampedChargeIteration.existsUnique_fixedPoint' depends on axioms: [propext, Classical.choice, Quot.sound]
'DampedChargeIteration.damped_converges_iff' depends on axioms: [propext, Classical.choice, Quot.sound]
'DampedChargeIteration.undamped_converges_iff' depends on axioms: [propext, Classical.choice, Quot.sound]
'DampedChargeIteration.oscillation_at_limit' depends on axioms: [propext, Classical.choice, Quot.sound]
```

## From modes to the damping interval

`exists_modes` takes the expansion from Mathlib's orthonormal eigenvector basis, and `mulVec_modes` applies $M$ to it term by term. `iterate_modes` proves the formula for $e_k$ by induction on $k$, with `module` doing the vector algebra; `iterate_mode` is the case of a single mode.

`converges_iff_modes` assumes that $M$ is symmetric and that `q` is a fixed point, but not that $M$ is positive semidefinite. In the forward direction it picks a site `j` with `v j ≠ 0`, subtracts `q j` and divides by `v j`, which leaves a power sequence tending to zero. In the other direction it sums finitely many vanishing terms.

`mode_nonneg` and `existsUnique_fixedPoint` follow the arguments above. `damped_converges_iff` then reduces all mode conditions to the one for `m`, with `nlinarith` handling the inequalities. `undamped_converges_iff` sets `d` to 1. `oscillation_at_limit` inserts the limiting damping into `iterate_mode`; it requires only `m ≠ -1`, not that `m` be the largest eigenvalue.
